# For three orthonormal in-plane hybrids, two of them equivalent bond hybrids, the s character of the third fixes the bond angle

To estimate the bond angle of NO₂ from its EPR spectrum, I turn the nitrogen hyperfine couplings into s and p populations of the unpaired electron, divide the s population by the sum of the two to get $c^2$, and convert it to an angle in a model with three orthonormal hybrids built from the s orbital and the two in-plane p orbitals of nitrogen. Two equivalent hybrids point along the bonds, with unit vectors $n_1$ and $n_2$, and the third holds the unpaired electron. The conversion is

$$n_1\cdot n_2=-\frac{1-c^2}{1+c^2}.$$

Can this be derived rigorously from orthonormality and checked by machine?

## Orthonormality ties the bond angle to the s character

Yes. Let $\alpha$ and $\beta$ be the azimuths of $n_1$ and $n_2$ in the molecular plane, so that $n_1\cdot n_2=\cos(\alpha-\beta)$. In the basis $(s,p_x,p_y)$ the hybrids are

$$(a,\,b\cos\alpha,\,b\sin\alpha),\quad (a,\,b\cos\beta,\,b\sin\beta),\quad (c,u,v),$$

where $a$ and $b$ are the s and p amplitudes of each bond hybrid, and $u$ and $v$ are the p amplitudes of the unpaired one.

Put the hybrids in the rows of a matrix $M$. Orthonormality says $MM^T=1$. Since $M$ is square, also $M^TM=1$, and its s–s entry reads

$$2a^2+c^2=1.$$

Normalisation of a bond hybrid gives $a^2+b^2=1$. Hence $2a^2=1-c^2$ and $2b^2=1+c^2$. The two bond hybrids are orthogonal, so

$$a^2+b^2\cos(\alpha-\beta)=0,$$

and dividing by $b^2$, which is positive, gives the formula.

To invert it, multiply out and collect terms: $c^2\,(1-\cos(\alpha-\beta))=1+\cos(\alpha-\beta)$. The cosine cannot be 1, because this would then read $0=2$. Therefore

$$c^2=\frac{1+\cos(\alpha-\beta)}{1-\cos(\alpha-\beta)}.$$

The s–p entries of $M^TM=1$ give $c\,(u,v)=-ab\,(n_1+n_2)$. For positive $a$, $b$ and $c$, the p part of the unpaired hybrid thus points away from the bonds.

Such hybrids exist exactly when $\cos(\alpha-\beta)\le 0$. The condition is necessary because $1-c^2=2a^2\ge 0$. If it holds, take

$$b^2=\frac{1}{1-\cos(\alpha-\beta)},\qquad a^2=\frac{-\cos(\alpha-\beta)}{1-\cos(\alpha-\beta)}.$$

The bond hybrids are then orthonormal, and their cross product is a unit vector orthogonal to both, which serves as the third hybrid.

## What the theorems say about the radical

A hybrid is a real vector of type `Fin 3 → ℝ`, whose components 0, 1 and 2 are the amplitudes on $s$, $p_x$ and $p_y$. `bondHybrid a b α` is a bond hybrid and `unpairedHybrid c u v` is the third one. The structure `OrthonormalHybrids` collects the three normalisations and three orthogonalities.

`bond_angle` states that whenever these six relations hold, `Real.cos (α - β)` has the value above. `s_character_of_bond_angle` is the inverse formula, `unpaired_direction` gives $c$ times the p part of the unpaired hybrid, and `hybrids_exist_iff` is the existence criterion.

The physics enters through assumptions: the hybrids are orthonormal, the bond hybrids share the same `a` and `b`, and they point exactly along the bonds. The p orbital perpendicular to the plane takes no part. How $c^2$ is obtained from hyperfine couplings is not modelled.

In Lean 4 with Mathlib:

```lean
import Mathlib

open Matrix

namespace BentRadicalHybrids

noncomputable section

/-- A hybrid directed along a bond at azimuth `α` in the molecular plane, with s amplitude `a`
and p amplitude `b`, in the basis (s, px, py). -/
def bondHybrid (a b α : ℝ) : Fin 3 → ℝ := ![a, b * Real.cos α, b * Real.sin α]

/-- The hybrid of the unpaired electron, with s amplitude `c` and p amplitudes `u`, `v`. -/
def unpairedHybrid (c u v : ℝ) : Fin 3 → ℝ := ![c, u, v]

/-- Three hybrids are normalised and mutually orthogonal. -/
structure OrthonormalHybrids (x y z : Fin 3 → ℝ) : Prop where
  xx : x ⬝ᵥ x = 1
  yy : y ⬝ᵥ y = 1
  zz : z ⬝ᵥ z = 1
  xy : x ⬝ᵥ y = 0
  xz : x ⬝ᵥ z = 0
  yz : y ⬝ᵥ z = 0

/-- Completeness: summed over three orthonormal hybrids, the products of the amplitudes on
atomic orbitals `k` and `l` give one if `k = l` and zero otherwise. -/
theorem completeness {x y z : Fin 3 → ℝ} (h : OrthonormalHybrids x y z) (k l : Fin 3) :
    x k * x l + y k * y l + z k * z l = if k = l then 1 else 0 := by
  obtain ⟨xx, yy, zz, xy, xz, yz⟩ := h
  simp only [dotProduct, Fin.sum_univ_three] at xx yy zz xy xz yz
  -- orthonormal rows of a square matrix
  have h1 : Matrix.of ![x, y, z] * (Matrix.of ![x, y, z])ᵀ = 1 := by
    ext i j
    fin_cases i <;> fin_cases j <;>
      simp [Matrix.mul_apply, Fin.sum_univ_three] <;> linarith
  -- imply orthonormal columns
  have h2 := mul_eq_one_comm.mp h1
  have h3 := congrFun (congrFun h2 k) l
  simpa [Matrix.mul_apply, Fin.sum_univ_three, Matrix.one_apply] using h3

/-- The overlap of two equivalent bond hybrids in terms of the angle between the bonds. -/
theorem bond_overlap (a b α β : ℝ) :
    bondHybrid a b α ⬝ᵥ bondHybrid a b β = a ^ 2 + b ^ 2 * Real.cos (α - β) := by
  rw [Real.cos_sub]
  simp [bondHybrid, dotProduct, Fin.sum_univ_three]
  ring

/-- The s characters of the two bond hybrids and of the unpaired hybrid add up to one. -/
theorem s_character_sum {a b α β c u v : ℝ}
    (h : OrthonormalHybrids (bondHybrid a b α) (bondHybrid a b β) (unpairedHybrid c u v)) :
    2 * a ^ 2 + c ^ 2 = 1 := by
  have h0 := completeness h 0 0
  simp [bondHybrid, unpairedHybrid] at h0
  linear_combination h0

/-- The cosine of the bond angle is fixed by the s character `c ^ 2` of the unpaired hybrid. -/
theorem bond_angle {a b α β c u v : ℝ}
    (h : OrthonormalHybrids (bondHybrid a b α) (bondHybrid a b β) (unpairedHybrid c u v)) :
    Real.cos (α - β) = -(1 - c ^ 2) / (1 + c ^ 2) := by
  have hs := s_character_sum h
  have hn := h.xx
  have ho := h.xy
  rw [bond_overlap, sub_self, Real.cos_zero, mul_one] at hn
  rw [bond_overlap] at ho
  have hc : 1 + c ^ 2 ≠ 0 := by positivity
  -- eliminate the amplitudes of the bond hybrids
  rw [eq_div_iff hc]
  linear_combination 2 * ho + Real.cos (α - β) * (hs - 2 * hn) - hs

/-- The s character of the unpaired hybrid expressed through the bond angle. -/
theorem s_character_of_bond_angle {a b α β c u v : ℝ}
    (h : OrthonormalHybrids (bondHybrid a b α) (bondHybrid a b β) (unpairedHybrid c u v)) :
    c ^ 2 = (1 + Real.cos (α - β)) / (1 - Real.cos (α - β)) := by
  have key := bond_angle h
  have hc : 1 + c ^ 2 ≠ 0 := by positivity
  rw [eq_div_iff hc] at key
  -- the two bonds cannot coincide
  have hd : 1 - Real.cos (α - β) ≠ 0 := by
    intro h0
    have h1 : Real.cos (α - β) = 1 := by linarith
    rw [h1] at key
    linarith
  rw [eq_div_iff hd]
  linear_combination -key

/-- The p part of the unpaired hybrid, multiplied by its s amplitude, equals `-a * b` times the
sum of the two unit vectors along the bonds. -/
theorem unpaired_direction {a b α β c u v : ℝ}
    (h : OrthonormalHybrids (bondHybrid a b α) (bondHybrid a b β) (unpairedHybrid c u v)) :
    c * u = -(a * b) * (Real.cos α + Real.cos β) ∧
      c * v = -(a * b) * (Real.sin α + Real.sin β) := by
  have h1 := completeness h 0 1
  have h2 := completeness h 0 2
  simp [bondHybrid, unpairedHybrid] at h1 h2
  constructor
  · linear_combination h1
  · linear_combination h2

/-- Two orthonormal bond hybrids are completed to an orthonormal set by their cross product. -/
theorem complete_by_cross {a b α β : ℝ} (hn : a ^ 2 + b ^ 2 = 1)
    (ho : a ^ 2 + b ^ 2 * Real.cos (α - β) = 0) :
    OrthonormalHybrids (bondHybrid a b α) (bondHybrid a b β)
      (unpairedHybrid (b ^ 2 * (Real.cos α * Real.sin β - Real.sin α * Real.cos β))
        (a * b * (Real.sin α - Real.sin β)) (a * b * (Real.cos β - Real.cos α))) := by
  have e1 : ∀ c u v : ℝ, unpairedHybrid c u v ⬝ᵥ unpairedHybrid c u v
      = c ^ 2 + u ^ 2 + v ^ 2 := by
    intro c u v
    simp [unpairedHybrid, dotProduct, Fin.sum_univ_three]
    ring
  have e2 : ∀ γ c u v : ℝ, bondHybrid a b γ ⬝ᵥ unpairedHybrid c u v
      = a * c + b * Real.cos γ * u + b * Real.sin γ * v := by
    intro γ c u v
    simp [bondHybrid, unpairedHybrid, dotProduct, Fin.sum_univ_three]
  have norm1 : ∀ γ : ℝ, a ^ 2 + b ^ 2 * (Real.cos γ ^ 2 + Real.sin γ ^ 2) = 1 := by
    intro γ
    linear_combination hn + b ^ 2 * Real.sin_sq_add_cos_sq γ
  have ho' := ho
  rw [Real.cos_sub] at ho'
  refine ⟨?_, ?_, ?_, ?_, ?_, ?_⟩
  · rw [bond_overlap, sub_self, Real.cos_zero, mul_one, hn]
  · rw [bond_overlap, sub_self, Real.cos_zero, mul_one, hn]
  · -- Lagrange's identity for the length of a cross product
    rw [e1]
    linear_combination
      (a ^ 2 + b ^ 2 * (Real.cos β ^ 2 + Real.sin β ^ 2)) * norm1 α + norm1 β
        - (a ^ 2 + b ^ 2 * (Real.cos α * Real.cos β + Real.sin α * Real.sin β)) * ho'
  · rw [bond_overlap, ho]
  · rw [e2]
    ring
  · rw [e2]
    ring

/-- For given bond directions, two equivalent bond hybrids and an unpaired hybrid that together are
orthonormal exist exactly when the cosine of the bond angle is not positive. -/
theorem hybrids_exist_iff (α β : ℝ) :
    (∃ a b c u v : ℝ, OrthonormalHybrids (bondHybrid a b α) (bondHybrid a b β)
      (unpairedHybrid c u v)) ↔ Real.cos (α - β) ≤ 0 := by
  constructor
  · rintro ⟨a, b, c, u, v, h⟩
    have hs := s_character_sum h
    rw [bond_angle h]
    apply div_nonpos_of_nonpos_of_nonneg
    · nlinarith [sq_nonneg a]
    · positivity
  · intro hx
    have hpos : 0 < 1 - Real.cos (α - β) := by linarith
    -- `B` is the p character of each bond hybrid
    obtain ⟨B, hB0, hB⟩ : ∃ B : ℝ, 0 ≤ B ∧ B * (1 - Real.cos (α - β)) = 1 :=
      ⟨(1 - Real.cos (α - β))⁻¹, (inv_pos.mpr hpos).le, inv_mul_cancel₀ hpos.ne'⟩
    have hA0 : 0 ≤ -Real.cos (α - β) * B := mul_nonneg (by linarith) hB0
    have hb := Real.sq_sqrt hB0
    have ha := Real.sq_sqrt hA0
    refine ⟨√(-Real.cos (α - β) * B), √B, _, _, _, complete_by_cross ?_ ?_⟩
    · rw [ha, hb]
      linear_combination hB
    · rw [ha, hb]
      ring

end

end BentRadicalHybrids
```

```lean
#print axioms BentRadicalHybrids.s_character_of_bond_angle
#print axioms BentRadicalHybrids.unpaired_direction
#print axioms BentRadicalHybrids.hybrids_exist_iff
```

```
'BentRadicalHybrids.s_character_of_bond_angle' depends on axioms: [propext, Classical.choice, Quot.sound]
'BentRadicalHybrids.unpaired_direction' depends on axioms: [propext, Classical.choice, Quot.sound]
'BentRadicalHybrids.hybrids_exist_iff' depends on axioms: [propext, Classical.choice, Quot.sound]
```

## How the proof follows the algebra

`completeness` is the passage from rows to columns. It checks $MM^T=1$ entry by entry, reverses the product with `mul_eq_one_comm`, and reads off entry `k`, `l`. Entry 0, 0 yields `s_character_sum`; entries 0, 1 and 0, 2 yield `unpaired_direction`.

`bond_overlap` evaluates the dot product of two bond hybrids with the cosine subtraction formula. Setting the azimuths equal turns it into the normalisation condition.

In `bond_angle`, the denominator is cleared first. The `linear_combination` then substitutes $2a^2=1-c^2$ and $2b^2=1+c^2$ into twice the orthogonality relation, in a single step. `s_character_of_bond_angle` rules out a cosine of 1 before it divides.

`complete_by_cross` verifies the six relations for the cross product; its normalisation is Lagrange's identity, $|x\times y|^2=|x|^2|y|^2-(x\cdot y)^2$. For existence, `hybrids_exist_iff` sets `B` to the value of $b^2$ given above, takes square roots for the amplitudes, and applies `complete_by_cross`. The other direction reads the sign of the cosine from `bond_angle` and `s_character_sum`.
